# When no occupied level equals a virtual one, Sternheimer solutions give the sum-over-states density response

## Orbitals, projector and response matrix

Let $v$ be a small change in the local potential felt by independent electrons. The quantity wanted is the first-order change in their density, written $\chi_0 v$.

The one-electron Hamiltonian $H$ is a real symmetric matrix on a finite set of sites. Its orthonormal eigenvectors are $\phi_k$, with levels $e_k$, and there are as many of them as sites. The inner product is the plain sum $\langle f,g\rangle=\sum_x f(x)g(x)$. On a uniform grid this means that the square root of the cell volume is absorbed into the orbitals, and densities are charges per site. The potential acts by pointwise multiplication, $(v\phi)(x)=v(x)\phi(x)$.

Some orbitals are occupied, with one electron each; the rest are virtual. Below, $i$ labels occupied orbitals, $a$ virtual ones and $k$ any orbital. The virtual projector is written with occupied orbitals only:

$$Qw = w-\sum_{i\in\mathrm{occ}}\langle\phi_i,w\rangle\phi_i .$$

The response matrix is

$$\chi_0(x,y)=2\sum_{i\in\mathrm{occ}}\sum_{a\notin\mathrm{occ}}\frac{\phi_i(x)\phi_a(x)\phi_i(y)\phi_a(y)}{e_i-e_a}.$$

The factor 2 comes from differentiating $\phi_i^2$, not from spin. With two electrons per orbital, the response doubles once more.

## The identity

Assume $e_i\neq e_a$ for every occupied $i$ and virtual $a$. Physically, no electron can move from an occupied to a virtual orbital at zero energy cost. Then for each occupied $i$ the Sternheimer problem

$$Q(H-e_i)u_i=-Q(v\phi_i),\qquad Qu_i=u_i$$

has exactly one solution, and at every site

$$2\sum_{i\in\mathrm{occ}}\phi_i(x)u_i(x)=(\chi_0v)(x).$$

Occupied levels need not lie below the virtual ones, and degeneracies within either group are allowed.

## Applying the response in an SCF code

If $K$ turns a density change into a change of the effective potential, the Jacobian of the density-to-density SCF map is $\chi_0K$. Newton–Krylov solvers and response calculations need its action on vectors. For a finite system with fixed integer occupations and the level condition above, the identity supplies the non-interacting factor $\chi_0$ through one linear solve per occupied orbital, without computing virtual orbitals.

## From orbital components to the density

Put the orbitals in the rows of a square matrix $\Phi$. Orthonormality says $\Phi\Phi^T=1$, hence also $\Phi^T\Phi=1$. A vector is therefore fixed by its components $\langle\phi_k,w\rangle$.

The component $\langle\phi_k,Qw\rangle$ is zero for occupied $k$ and equals $\langle\phi_k,w\rangle$ for virtual $k$. Symmetry of $H$ gives

$$\langle\phi_k,Hw\rangle=\langle H\phi_k,w\rangle=e_k\langle\phi_k,w\rangle .$$

The occupied components of the Sternheimer equation thus read $0=0$, and its virtual components read

$$(e_a-e_i)\langle\phi_a,u_i\rangle=-\langle\phi_a,v\phi_i\rangle .$$

The occupied components of $u_i$ are left free by this equation and are set to zero by $Qu_i=u_i$. This loses nothing in the density, because first-order mixing among occupied orbitals cancels there.

Dividing by the nonzero level difference gives the only solution:

$$u_i=\sum_{a\notin\mathrm{occ}}\frac{\langle\phi_a,v\phi_i\rangle}{e_i-e_a}\,\phi_a .$$

Multiply by $2\phi_i(x)$, sum over occupied $i$ and write out the inner product:

$$2\sum_i\phi_i(x)u_i(x)=\sum_y\left[2\sum_{i,a}\frac{\phi_i(x)\phi_a(x)\phi_i(y)\phi_a(y)}{e_i-e_a}\right]v(y).$$

The bracket is $\chi_0(x,y)$.

The response carries no net charge, since its sum over sites is $2\sum_i\langle\phi_i,u_i\rangle=0$. This follows from $Qu_i=u_i$ and does not use the level condition.

## Two degenerate sites

Take two sites with $H=0$ and orbitals $\phi_0=(1,1)/\sqrt2$ and $\phi_1=(1,-1)/\sqrt2$, with only $\phi_0$ occupied. Both levels are zero, so the level condition fails.

- For $v=(1,-1)$, $v\phi_0=\phi_1$. The equation becomes $0=-\phi_1$ and has no solution.
- For $v=(1,1)$, $Q(v\phi_0)=0$. Every $u=c\,\phi_1$ is a solution, and the density $2\phi_0u=c\,(1,-1)$ is arbitrary.

In general, if $e_i=e_a$ for some virtual $a$, adding $\phi_a$ to a solution gives another solution. Unique solvability then fails for every potential.

## The Lean source

```lean
import Mathlib

open Matrix

namespace SternheimerResponse

noncomputable section

variable {n : Type*} [Fintype n] [DecidableEq n]

/-- The real symmetric Hamiltonian `H` has the orthonormal orbitals `φ k`, as many as there
are sites, as eigenvectors with levels `e k`. -/
structure IsEigenbasis (H : Matrix n n ℝ) (φ : n → n → ℝ) (e : n → ℝ) : Prop where
  isSymm : H.IsSymm
  ortho : ∀ k l, φ k ⬝ᵥ φ l = if k = l then 1 else 0
  eigen : ∀ k, H *ᵥ φ k = e k • φ k

/-- The virtual projector `Q`, written with occupied orbitals only: it removes from `w` its
components along the occupied orbitals. -/
def virtualPart (φ : n → n → ℝ) (occ : Finset n) (w : n → ℝ) : n → ℝ :=
  w - ∑ i ∈ occ, (φ i ⬝ᵥ w) • φ i

/-- The Sternheimer problem for orbital `i` in the perturbing local potential `v`:
`Q (H - e i) u = -Q (v φ i)` together with `Q u = u`. -/
def IsSternheimer (H : Matrix n n ℝ) (φ : n → n → ℝ) (e : n → ℝ) (occ : Finset n)
    (v : n → ℝ) (i : n) (u : n → ℝ) : Prop :=
  virtualPart φ occ (H *ᵥ u - e i • u) = -virtualPart φ occ (v * φ i) ∧
    virtualPart φ occ u = u

/-- The first-order orbital as a sum over virtual states, for `e i` different from every
virtual level. -/
def statesOrbital (φ : n → n → ℝ) (e : n → ℝ) (occ : Finset n) (v : n → ℝ) (i : n) :
    n → ℝ :=
  ∑ a ∈ occᶜ, ((φ a ⬝ᵥ (v * φ i)) / (e i - e a)) • φ a

/-- The sum-over-states independent-particle response matrix, with one electron per occupied
orbital, for occupied levels different from all virtual ones. -/
def chi0 (φ : n → n → ℝ) (e : n → ℝ) (occ : Finset n) : Matrix n n ℝ :=
  Matrix.of fun x y =>
    2 * ∑ i ∈ occ, ∑ a ∈ occᶜ, φ i x * φ a x * φ i y * φ a y / (e i - e a)

variable {H : Matrix n n ℝ} {φ : n → n → ℝ} {e : n → ℝ} {occ : Finset n}

/-- Completeness: two vectors with the same components along all orbitals of the eigenbasis
are equal. -/
theorem eq_of_components (h : IsEigenbasis H φ e) {w w' : n → ℝ}
    (hw : ∀ k, φ k ⬝ᵥ w = φ k ⬝ᵥ w') : w = w' := by
  have h1 : Matrix.of φ * (Matrix.of φ)ᵀ = 1 := by
    ext k l
    have := h.ortho k l
    simpa [Matrix.mul_apply, dotProduct, Matrix.one_apply] using this
  -- for a square matrix, orthonormal rows imply the resolution of the identity
  have h2 : (Matrix.of φ)ᵀ * Matrix.of φ = 1 := mul_eq_one_comm.mp h1
  have h3 : Matrix.of φ *ᵥ w = Matrix.of φ *ᵥ w' := funext hw
  calc w = ((Matrix.of φ)ᵀ * Matrix.of φ) *ᵥ w := by rw [h2, Matrix.one_mulVec]
    _ = ((Matrix.of φ)ᵀ * Matrix.of φ) *ᵥ w' := by
      rw [← Matrix.mulVec_mulVec, h3, Matrix.mulVec_mulVec]
    _ = w' := by rw [h2, Matrix.one_mulVec]

/-- The component along `φ k` of a combination of eigenbasis orbitals from a set `s` is the
coefficient of `φ k` if `k` lies in `s`, and zero otherwise. -/
theorem component_sum (h : IsEigenbasis H φ e) (s : Finset n) (c : n → ℝ) (k : n) :
    φ k ⬝ᵥ (∑ i ∈ s, c i • φ i) = if k ∈ s then c k else 0 := by
  have h1 : φ k ⬝ᵥ (∑ i ∈ s, c i • φ i) = ∑ i ∈ s, c i * (φ k ⬝ᵥ φ i) := by
    simp only [dotProduct, Finset.sum_apply, Pi.smul_apply, smul_eq_mul, Finset.mul_sum]
    refine Finset.sum_comm.trans ?_
    exact Finset.sum_congr rfl fun i _ => Finset.sum_congr rfl fun x _ => by ring
  rw [h1]
  simp [h.ortho]

/-- For an eigenbasis, the Sternheimer problem says that `u` has no occupied components and
that each virtual component obeys `(e a - e i) ⟨φ a, u⟩ = -⟨φ a, v φ i⟩`. -/
theorem sternheimer_components (h : IsEigenbasis H φ e) (v : n → ℝ) (i : n) (u : n → ℝ) :
    IsSternheimer H φ e occ v i u ↔
      (∀ k ∈ occ, φ k ⬝ᵥ u = 0) ∧
        ∀ a ∉ occ, (e a - e i) * (φ a ⬝ᵥ u) = -(φ a ⬝ᵥ (v * φ i)) := by
  have hQ : ∀ k w, φ k ⬝ᵥ virtualPart φ occ w = if k ∈ occ then 0 else φ k ⬝ᵥ w := by
    intro k w
    rw [virtualPart, dotProduct_sub, component_sum h]
    split_ifs <;> simp
  -- symmetry lets H act on the orbital to its left
  have hH : ∀ k w, φ k ⬝ᵥ (H *ᵥ w) = e k * (φ k ⬝ᵥ w) := by
    intro k w
    rw [Matrix.dotProduct_mulVec, ← Matrix.mulVec_transpose, h.isSymm.eq, h.eigen,
      smul_dotProduct, smul_eq_mul]
  constructor
  · rintro ⟨h1, h2⟩
    refine ⟨fun k hk => ?_, fun a ha => ?_⟩
    · have h3 := hQ k u
      rw [h2, if_pos hk] at h3
      exact h3
    · have h3 := congrArg (fun w => φ a ⬝ᵥ w) h1
      simp only [dotProduct_neg, hQ, if_neg ha, dotProduct_sub, dotProduct_smul, hH,
        smul_eq_mul] at h3
      linear_combination h3
  · rintro ⟨h1, h2⟩
    refine ⟨eq_of_components h fun k => ?_, eq_of_components h fun k => ?_⟩
    · by_cases hk : k ∈ occ
      · simp [dotProduct_neg, hQ, hk]
      · simp only [dotProduct_neg, hQ, if_neg hk, dotProduct_sub, dotProduct_smul, hH,
          smul_eq_mul]
        linear_combination h2 k hk
    · by_cases hk : k ∈ occ
      · simp [hQ, hk, h1 k hk]
      · simp [hQ, hk]

/-- If `e i` differs from every virtual level, the Sternheimer problem for orbital `i` of an
eigenbasis is solved by the sum-over-states first-order orbital and by nothing else. -/
theorem sternheimer_iff (h : IsEigenbasis H φ e) (v : n → ℝ) {i : n}
    (gap : ∀ a ∉ occ, e i ≠ e a) (u : n → ℝ) :
    IsSternheimer H φ e occ v i u ↔ u = statesOrbital φ e occ v i := by
  rw [sternheimer_components h]
  constructor
  · rintro ⟨h1, h2⟩
    refine eq_of_components h fun k => ?_
    rw [statesOrbital, component_sum h]
    by_cases hk : k ∈ occ
    · simp [hk, h1 k hk]
    · rw [if_pos (Finset.mem_compl.mpr hk), eq_div_iff (sub_ne_zero.mpr (gap k hk))]
      linear_combination -(h2 k hk)
  · rintro rfl
    refine ⟨fun k hk => ?_, fun a ha => ?_⟩
    · rw [statesOrbital, component_sum h, if_neg (by simpa using hk)]
    · rw [statesOrbital, component_sum h, if_pos (Finset.mem_compl.mpr ha)]
      have hd := div_mul_cancel₀ (φ a ⬝ᵥ (v * φ i)) (sub_ne_zero.mpr (gap a ha))
      linear_combination -hd

/-- For an eigenbasis in which no occupied level equals a virtual one, each occupied orbital
has exactly one Sternheimer solution `u i`, and `2 ∑ i, φ i x * u i x` is the sum-over-states
density response to `v` at every site `x`. -/
theorem sternheimer_response (h : IsEigenbasis H φ e)
    (gap : ∀ i ∈ occ, ∀ a ∉ occ, e i ≠ e a) (v : n → ℝ) :
    (∀ i ∈ occ, ∃! u, IsSternheimer H φ e occ v i u) ∧
      ∀ u : n → n → ℝ, (∀ i ∈ occ, IsSternheimer H φ e occ v i (u i)) →
        ∀ x, 2 * ∑ i ∈ occ, φ i x * u i x = (chi0 φ e occ *ᵥ v) x := by
  refine ⟨fun i hi => ⟨statesOrbital φ e occ v i, (sternheimer_iff h v (gap i hi) _).mpr rfl,
    fun u hu => (sternheimer_iff h v (gap i hi) u).mp hu⟩, fun u hu x => ?_⟩
  have h1 : ∀ i ∈ occ, φ i x * u i x =
      ∑ a ∈ occᶜ, ∑ y, φ i x * φ a x * φ i y * φ a y / (e i - e a) * v y := by
    intro i hi
    rw [(sternheimer_iff h v (gap i hi) _).mp (hu i hi), statesOrbital]
    simp only [Finset.sum_apply, Pi.smul_apply, smul_eq_mul, dotProduct, Pi.mul_apply,
      Finset.mul_sum, Finset.sum_mul, Finset.sum_div]
    exact Finset.sum_congr rfl fun a _ => Finset.sum_congr rfl fun y _ => by ring
  rw [Finset.sum_congr rfl h1]
  simp only [Matrix.mulVec, dotProduct, chi0, Matrix.of_apply, Finset.mul_sum, Finset.sum_mul]
  -- exchange the sum over sites with the sums over orbitals
  symm
  refine Finset.sum_comm.trans (Finset.sum_congr rfl fun i _ => ?_)
  refine Finset.sum_comm.trans (Finset.sum_congr rfl fun a _ => ?_)
  exact Finset.sum_congr rfl fun y _ => by ring

/-- The density response built from Sternheimer solutions for an eigenbasis carries no net
charge. -/
theorem response_charge_zero (h : IsEigenbasis H φ e) (v : n → ℝ) (u : n → n → ℝ)
    (hu : ∀ i ∈ occ, IsSternheimer H φ e occ v i (u i)) :
    ∑ x, 2 * ∑ i ∈ occ, φ i x * u i x = 0 := by
  have hz : ∑ i ∈ occ, ∑ x, φ i x * u i x = 0 :=
    Finset.sum_eq_zero fun i hi => ((sternheimer_components h v i (u i)).mp (hu i hi)).1 i hi
  rw [← Finset.mul_sum, Finset.sum_comm, hz, mul_zero]

/-- If the level `e i` of an eigenbasis coincides with a virtual level, the Sternheimer problem
for orbital `i` does not have exactly one solution, whatever the potential. -/
theorem not_unique_of_degenerate (h : IsEigenbasis H φ e) (v : n → ℝ) {i a : n}
    (ha : a ∉ occ) (hdeg : e i = e a) : ¬ ∃! u, IsSternheimer H φ e occ v i u := by
  rintro ⟨u, hu, huniq⟩
  obtain ⟨h1, h2⟩ := (sternheimer_components h v i u).mp hu
  -- the degenerate virtual orbital can be added to any solution
  have hadd : IsSternheimer H φ e occ v i (u + φ a) := by
    refine (sternheimer_components h v i _).mpr ⟨fun k hk => ?_, fun b hb => ?_⟩
    · have hka : k ≠ a := fun hka => ha (hka ▸ hk)
      rw [dotProduct_add, h.ortho, if_neg hka, h1 k hk, add_zero]
    · rw [dotProduct_add, h.ortho]
      split_ifs with hba
      · have hb' : e b = e i := by rw [hba, hdeg]
        linear_combination h2 b hb + hb'
      · linear_combination h2 b hb
  have h3 := congrArg (fun w => φ a ⬝ᵥ w) (huniq _ hadd)
  simp only [dotProduct_add, h.ortho, if_true] at h3
  linarith

/-- A two-site Hamiltonian with levels 0 and 25, the lower one occupied, has an orthonormal
eigenbasis and no occupied level equal to a virtual one. -/
theorem eigenbasis_witness :
    IsEigenbasis !![(16 : ℝ), -12; -12, 9] ![![3 / 5, 4 / 5], ![-4 / 5, 3 / 5]] ![0, 25] ∧
      ∀ i ∈ ({0} : Finset (Fin 2)), ∀ a ∉ ({0} : Finset (Fin 2)),
        (![0, 25] : Fin 2 → ℝ) i ≠ (![0, 25] : Fin 2 → ℝ) a := by
  refine ⟨⟨?_, ?_, ?_⟩, ?_⟩
  · exact Matrix.IsSymm.ext fun i j => by fin_cases i <;> fin_cases j <;> simp
  · intro k l
    fin_cases k <;> fin_cases l <;> simp [dotProduct, Fin.sum_univ_succ] <;> norm_num
  · intro k
    ext x
    fin_cases k <;> fin_cases x <;>
      simp [Matrix.mulVec, dotProduct, Fin.sum_univ_succ] <;> norm_num
  · intro i hi a ha
    fin_cases i <;> fin_cases a <;> simp_all

end

end SternheimerResponse
```

```lean
#print axioms SternheimerResponse.sternheimer_response
#print axioms SternheimerResponse.response_charge_zero
#print axioms SternheimerResponse.not_unique_of_degenerate
```

```
'SternheimerResponse.sternheimer_response' depends on axioms: [propext, Classical.choice, Quot.sound]
'SternheimerResponse.response_charge_zero' depends on axioms: [propext, Classical.choice, Quot.sound]
'SternheimerResponse.not_unique_of_degenerate' depends on axioms: [propext, Classical.choice, Quot.sound]
```

## Reading the Lean statements

The type `n` labels both sites and orbitals: `φ k x` is orbital `k` at site `x`. The set `occ` holds the occupied labels, and its complement `occᶜ` the virtual ones. In `v * φ i` the product is pointwise, `⬝ᵥ` is the plain inner product, and `*ᵥ` applies a matrix to a vector.

`IsEigenbasis` collects the symmetry of `H`, the orthonormality of the orbitals and the eigenvalue equations. `IsSternheimer` is the projected equation together with $Qu=u$; its projector `virtualPart` sums over `occ` alone. The full eigenbasis enters through the hypotheses and through `chi0`, so a solver for the equation does not need it.

The main theorem, `sternheimer_response`, takes the level condition as `gap`. Its first part states unique solvability for each occupied orbital. Its second part takes any family `u` that solves the occupied equations and equates its density with `chi0 φ e occ *ᵥ v` at every site. If no orbital is occupied, or all are, both sides are zero.

`response_charge_zero` and `not_unique_of_degenerate` state the charge sum and the failure at a degeneracy. `eigenbasis_witness` gives a two-site Hamiltonian with levels 0 and 25 that meets the hypotheses of the main theorem.

## How the lemmas carry the derivation

`eq_of_components` is the completeness step: `mul_eq_one_comm` turns $\Phi\Phi^T=1$ into $\Phi^T\Phi=1$. `component_sum` reads off one coefficient of a sum of orbitals.

`sternheimer_components` translates the problem into components. Its local facts `hQ` and `hH` are the rules for $Q$ and $H$ derived above. In one direction the proof takes the inner product of the equation with a virtual orbital; in the other it checks all components and applies completeness.

`sternheimer_iff` performs the division, using `gap` to show that the denominator is nonzero, and identifies the solution with `statesOrbital`. The main theorem substitutes this formula, expands the inner product and reorders the finite sums with `Finset.sum_comm`. For the degenerate case, the proof adds `φ a` to the supposed unique solution and compares components along `φ a`, which yields a contradiction.

## What a code may take from the theorem

The theorem justifies replacing the sum over virtual states by Sternheimer solves, provided that the orbitals and levels are exact eigenpairs and the equations are solved exactly. It gives no error bound for approximate orbitals or a truncated iterative solve, and no statement about conditioning when a level difference is small.

The model is static, with real orbitals, an orthonormal site representation and a local perturbation. `H` itself may contain nonlocal terms. Fractional occupations, as used for metals, require a different response formula. The kernel $K$ and the convergence of an SCF iteration do not enter.

One step to the physical setting remains: `chi0` is defined by its sum-over-states formula, and its identification with the derivative of the density under a change of potential comes from ordinary perturbation theory, not from these proofs.
